# For a derivation $d$ and nilpotent $T$, $e^{-T}d(e^{T})$ is a finite sum of nested commutators

When a coupled-cluster wave operator $e^{T}$ depends on time or on a nuclear coordinate, its derivative is complicated by the fact that the cluster operator $T$ need not commute with its own derivative; here that derivative is modelled by any linear map $d$ that obeys the Leibniz rule, and no limit is taken. The operators live in an associative algebra $A$ over the rationals, which need not be commutative. Complex matrices are one example.

Write $[X,T]_0=X$ and $[X,T]_{k+1}=[X,T]_k\,T-T\,[X,T]_k$. If $T^n=0$ with $n\ge 1$, then for every integer $K\ge 2n-2$

$$e^{-T}d(e^{T})=\sum_{k=0}^{K-1}\frac{1}{(k+1)!}\,[dT,T]_k .$$

Summing up to $k=2n-2$ is the choice $K=2n-1$; the last term of that sum is always zero. For $n=1$ both sides vanish, and the sum may be empty.

## Moving orbitals and transformed Hamiltonians

For $N$ electrons, every term of $T$ empties at least one of the $N$ occupied spin orbitals and fills only virtual ones, so $T^{N+1}=0$ and $n=N+1$ will do. If the orbitals move, this holds at every instant with the occupied and virtual orbitals of that instant.

Time-dependent coupled-cluster codes with fixed orbitals replace $e^{-T}\partial_t e^{T}$ by $\partial_t T$. This is correct because excitation operators over one fixed set of orbitals commute. If the orbitals move, $\partial_t T$ also contains derivatives of the excitation operators, which may fail to commute with $T$, and $[\partial_t T,T]$ can then contribute. The series goes no further in this case. Written in the orbitals of that instant, each term of $\partial_t T$ has at most one creation or annihilation operator that neither empties an occupied orbital nor fills a virtual one. The commutator with $T$ removes that operator, so $[\partial_t T,T]$ contains only excitation operators and commutes with $T$. Hence $e^{-T}\partial_t e^{T}=\partial_t T+\tfrac12[\partial_t T,T]$, far shorter than the general bound allows. This shortening is not part of the Lean source.

The choice $d(Y)=HY-YH$, with $H$ the Hamiltonian, gives $e^{-T}He^{T}-H$ on the left. For nilpotent $T$ the commutator expansion of the similarity-transformed Hamiltonian therefore ends at $2n-2$ nested commutators at the latest. That it ends after four for a two-body Hamiltonian, whatever the number of electrons, does not follow from this bound. It rests on two further facts: each term of $H$ has at most four creation and annihilation operators, and $T$ contains only excitation operators, which commute with one another.

## From the Leibniz rule to a finite series

Set $P_i=T^i/i!$ and $C_k=[dT,T]_k/(k+1)!$. Multiplication by $T$ on the right gives

$$P_iT=(i+1)P_{i+1},\qquad C_kT=TC_k+(k+2)C_{k+1}.$$

**Each order of the exponential.** The claim is

$$d(P_{m+1})=\sum_{i+j=m}P_iC_j .$$

For $m=0$ it reads $dT=C_0$. Suppose that it holds for $m$. Since $(m+2)P_{m+2}=P_{m+1}T$, the Leibniz rule gives

$$(m+2)\,d(P_{m+2})=\sum_{i+j=m}P_iC_jT+P_{m+1}C_0 .$$

By the two relations above,

$$P_iC_jT=(i+1)P_{i+1}C_j+(j+2)P_iC_{j+1}.$$

After a shift of indices, the first part sums to $\sum_{i+j=m+1} i\,P_iC_j$. The second part, together with $P_{m+1}C_0$, sums to $\sum_{i+j=m+1}(j+1)P_iC_j$. The weights add up to $i+j+1=m+2$, and division by $m+2$ gives the claim for $m+1$.

**Vanishing commutators.** Let $n=p+1$. Differentiate $T^{p+1}=T\,T^p=0$ and multiply by $T^p$ on the left:

$$0=T^p(dT)T^p+T^{p+1}d(T^p)=T^p(dT)T^p .$$

It follows that $T^a[dT,T]_kT^b=0$ whenever $a+b+k\ge 2p$. For $k=0$, either one exponent exceeds $p$ or both equal $p$. The step from $k$ to $k+1$ uses

$$T^a[dT,T]_{k+1}T^b=T^a[dT,T]_kT^{b+1}-T^{a+1}[dT,T]_kT^b .$$

With $a=b=0$, this gives $[dT,T]_k=0$ for $k\ge 2p=2n-2$.

**Summation.** From $d(1)=d(1\cdot 1)=2d(1)$ we get $d(1)=0$. Let $M=p+1+K$. Since $e^T=\sum_{i=0}^{M}P_i$,

$$d(e^T)=\sum_{m=0}^{M-1}\sum_{i+j=m}P_iC_j=\sum_{i=0}^{M-1}P_i\sum_{j=0}^{M-1-i}C_j .$$

Only $i\le p$ contributes. For these $i$ the inner sum includes every $j<K$, and all later terms are zero. Hence $d(e^T)=e^T\sum_{j=0}^{K-1}C_j$, and multiplication by $e^{-T}$ on the left gives the result.

For a derivative along a path, $T^{p+1}=0$ at the point of interest does not by itself give $d(T^{p+1})=0$; it is enough that $T^{p+1}=0$ at all nearby points of the path as well. The scalar function $T(s)=s$ vanishes at $s=0$, which suggests $n=1$ and an empty sum, yet $e^{-T}\partial_s e^{T}=1$ there.

## The Lean source

```lean
import Mathlib

open Finset

namespace ClusterDerivative

noncomputable section

variable {A : Type*} [Ring A] [Algebra ℚ A]

/-- The `k`-fold nested commutator `[..[[H, T], T].., T]`. -/
def nestedComm (T H : A) : ℕ → A
  | 0 => H
  | k + 1 => nestedComm T H k * T - T * nestedComm T H k

/-- The term `T^i / i!` of the exponential series. -/
def clusterPower (T : A) (i : ℕ) : A := (i.factorial : ℚ)⁻¹ • T ^ i

/-- The `k`-fold nested commutator of `H` with `T`, divided by `(k+1)!`. -/
def connectedTerm (T H : A) (k : ℕ) : A :=
  ((k + 1).factorial : ℚ)⁻¹ • nestedComm T H k

/-- The inner derivation `Y ↦ X Y - Y X` generated by `X`. -/
def innerDeriv (X : A) : A →ₗ[ℚ] A := LinearMap.mulLeft ℚ X - LinearMap.mulRight ℚ X

/-- The recursion `(k+1) / (k+1)! = 1 / k!` for the weights of the exponential series. -/
theorem weight_succ (k : ℕ) :
    ((k : ℚ) + 1) * ((k + 1).factorial : ℚ)⁻¹ = (k.factorial : ℚ)⁻¹ := by
  have h : (k : ℚ) + 1 ≠ 0 := by positivity
  rw [Nat.factorial_succ, Nat.cast_mul, Nat.cast_add, Nat.cast_one, mul_inv, ← mul_assoc,
    mul_inv_cancel₀ h, one_mul]

/-- Multiplying `T^i / i!` by `T` gives `i + 1` times the next term of the exponential series. -/
theorem clusterPower_mul (T : A) (i : ℕ) :
    clusterPower T i * T = ((i : ℚ) + 1) • clusterPower T (i + 1) := by
  simp only [clusterPower]
  rw [smul_smul, weight_succ, smul_mul_assoc, pow_succ]

/-- Moving `T` from the right of the `k`-th connected term to its left adds `k + 2` times the next
connected term. -/
theorem connectedTerm_mul (T H : A) (k : ℕ) :
    connectedTerm T H k * T
      = T * connectedTerm T H k + ((k : ℚ) + 1 + 1) • connectedTerm T H (k + 1) := by
  have hf := weight_succ (k + 1)
  rw [Nat.cast_add, Nat.cast_one] at hf
  simp only [connectedTerm, nestedComm]
  rw [smul_smul, hf, smul_mul_assoc, mul_smul_comm, ← smul_add, add_sub_cancel]

/-- For a derivation `d`, the image under `d` of `T^(m+1)/(m+1)!` is the sum over `i + j = m` of
`T^i/i!` times the `j`-th connected term of `d T`. -/
theorem deriv_clusterPower (d : A →ₗ[ℚ] A) (hd : ∀ x y, d (x * y) = d x * y + x * d y)
    (T : A) (m : ℕ) :
    d (clusterPower T (m + 1))
      = ∑ q ∈ antidiagonal m, clusterPower T q.1 * connectedTerm T (d T) q.2 := by
  induction m with
  | zero => simp [clusterPower, connectedTerm, nestedComm]
  | succ m ih =>
    have ha : ((m : ℚ) + 1 + 1) ≠ 0 := by positivity
    have h0 : connectedTerm T (d T) 0 = d T := by simp [connectedTerm, nestedComm]
    -- the Leibniz rule for one more factor of T
    have hl : ((m : ℚ) + 1 + 1) • d (clusterPower T (m + 1 + 1))
        = d (clusterPower T (m + 1)) * T + clusterPower T (m + 1) * d T := by
      have h := clusterPower_mul T (m + 1)
      rw [Nat.cast_add, Nat.cast_one] at h
      rw [← map_smul, ← h, hd]
    -- the factor m + 2 is shared between the two indices
    have hr : ((m : ℚ) + 1 + 1) • ∑ q ∈ antidiagonal (m + 1),
          clusterPower T q.1 * connectedTerm T (d T) q.2
        = ∑ q ∈ antidiagonal (m + 1),
            (q.1 : ℚ) • (clusterPower T q.1 * connectedTerm T (d T) q.2)
          + ∑ q ∈ antidiagonal (m + 1),
            ((q.2 : ℚ) + 1) • (clusterPower T q.1 * connectedTerm T (d T) q.2) := by
      rw [Finset.smul_sum, ← Finset.sum_add_distrib]
      refine Finset.sum_congr rfl fun q hq => ?_
      have h' : q.1 + q.2 = m + 1 := Finset.HasAntidiagonal.mem_antidiagonal.mp hq
      have h : (q.1 : ℚ) + q.2 = m + 1 := by exact_mod_cast h'
      rw [← add_smul]
      congr 1
      linarith
    have hs : (∑ q ∈ antidiagonal m, clusterPower T q.1 * connectedTerm T (d T) q.2) * T
        = ∑ q ∈ antidiagonal m,
            ((q.1 : ℚ) + 1) • (clusterPower T (q.1 + 1) * connectedTerm T (d T) q.2)
          + ∑ q ∈ antidiagonal m,
            ((q.2 : ℚ) + 1 + 1) • (clusterPower T q.1 * connectedTerm T (d T) (q.2 + 1)) := by
      rw [Finset.sum_mul, ← Finset.sum_add_distrib]
      refine Finset.sum_congr rfl fun q _ => ?_
      rw [mul_assoc, connectedTerm_mul, mul_add, ← mul_assoc, clusterPower_mul,
        smul_mul_assoc, mul_smul_comm]
    -- shift the index that carries the weight in each of the two sums
    have e1 : ∑ q ∈ antidiagonal (m + 1),
          (q.1 : ℚ) • (clusterPower T q.1 * connectedTerm T (d T) q.2)
        = ∑ q ∈ antidiagonal m,
          ((q.1 : ℚ) + 1) • (clusterPower T (q.1 + 1) * connectedTerm T (d T) q.2) := by
      rw [Finset.Nat.sum_antidiagonal_succ]
      simp only [Nat.cast_zero, zero_smul, zero_add, Nat.cast_add, Nat.cast_one]
    have e2 : ∑ q ∈ antidiagonal (m + 1),
          ((q.2 : ℚ) + 1) • (clusterPower T q.1 * connectedTerm T (d T) q.2)
        = clusterPower T (m + 1) * d T + ∑ q ∈ antidiagonal m,
          ((q.2 : ℚ) + 1 + 1) • (clusterPower T q.1 * connectedTerm T (d T) (q.2 + 1)) := by
      rw [Finset.Nat.sum_antidiagonal_succ']
      simp only [Nat.cast_zero, zero_add, one_smul, Nat.cast_add, Nat.cast_one, h0]
    rw [e1, e2] at hr
    rw [← inv_smul_smul₀ ha (d (clusterPower T (m + 1 + 1))), hl, ih, hs,
      inv_smul_eq_iff₀ ha, hr]
    abel

/-- For a derivation `d` and `T^(p+1) = 0`, the nested commutators of `d T` with `T` vanish from
order `2p` on. -/
theorem nestedComm_deriv_eq_zero (d : A →ₗ[ℚ] A)
    (hd : ∀ x y, d (x * y) = d x * y + x * d y) {T : A} {p : ℕ} (hT : T ^ (p + 1) = 0)
    {k : ℕ} (hk : 2 * p ≤ k) : nestedComm T (d T) k = 0 := by
  -- differentiate T^(p+1) = 0 and multiply by T^p
  have hmid : T ^ p * d T * T ^ p = 0 := by
    have h : T ^ p * d (T ^ (p + 1)) = 0 := by rw [hT, map_zero, mul_zero]
    rwa [pow_succ', hd, mul_add, ← mul_assoc, ← mul_assoc, ← pow_succ, hT, zero_mul,
      add_zero] at h
  have aux : ∀ k a b : ℕ, 2 * p ≤ a + b + k →
      T ^ a * nestedComm T (d T) k * T ^ b = 0 := by
    intro k
    induction k with
    | zero =>
      intro a b h
      change T ^ a * d T * T ^ b = 0
      by_cases h1 : p + 1 ≤ a
      · rw [pow_eq_zero_of_le h1 hT, zero_mul, zero_mul]
      by_cases h2 : p + 1 ≤ b
      · rw [pow_eq_zero_of_le h2 hT, mul_zero]
      obtain rfl : a = p := by omega
      obtain rfl : b = a := by omega
      exact hmid
    | succ k ih =>
      intro a b h
      have h1 := ih a (b + 1) (by omega)
      have h2 := ih (a + 1) b (by omega)
      rw [pow_succ'] at h1
      rw [pow_succ] at h2
      calc T ^ a * (nestedComm T (d T) k * T - T * nestedComm T (d T) k) * T ^ b
          = T ^ a * nestedComm T (d T) k * (T * T ^ b)
            - T ^ a * T * nestedComm T (d T) k * T ^ b := by
              simp only [mul_sub, sub_mul, mul_assoc]
        _ = 0 := by rw [h1, h2, sub_zero]
  simpa using aux k 0 0 (by omega)

/-- For a derivation `d` and `T^n = 0`, `exp(-T) d(exp T)` is the sum over `k < K` of the `k`-fold
nested commutator of `d T` with `T` divided by `(k+1)!`, for every cutoff `K ≥ 2n - 2`. -/
theorem exp_neg_mul_deriv_exp (d : A →ₗ[ℚ] A)
    (hd : ∀ x y, d (x * y) = d x * y + x * d y) {T : A} {n K : ℕ} (hT : T ^ n = 0)
    (hK : 2 * n ≤ K + 2) :
    IsNilpotent.exp (-T) * d (IsNilpotent.exp T)
      = ∑ k ∈ range K, ((k + 1).factorial : ℚ)⁻¹ • nestedComm T (d T) k := by
  rcases n with _ | p
  · have : Subsingleton A := subsingleton_of_zero_eq_one (by simpa using hT.symm)
    exact Subsingleton.elim _ _
  change _ = ∑ k ∈ range K, connectedTerm T (d T) k
  have hexp : ∀ N, p + 1 ≤ N → IsNilpotent.exp T = ∑ i ∈ range N, clusterPower T i :=
    fun N h => IsNilpotent.exp_eq_sum (pow_eq_zero_of_le h hT)
  have hone : d (clusterPower T 0) = 0 := by
    have h1 : d 1 = 0 := by simpa using hd 1 1
    simp [clusterPower, h1]
  have hmain : d (IsNilpotent.exp T)
      = IsNilpotent.exp T * ∑ k ∈ range K, connectedTerm T (d T) k := by
    -- differentiate term by term, then exchange the two summations
    rw [hexp (p + 1 + K + 1) (by omega), map_sum, Finset.sum_range_succ', hone, add_zero,
      ← hexp (p + 1 + K + 1) (by omega), hexp (p + 1 + K) (by omega), Finset.sum_mul]
    have hflip := Finset.sum_range_diag_flip (p + 1 + K)
      (fun i j => clusterPower T i * connectedTerm T (d T) j)
    refine Eq.trans (Finset.sum_congr rfl fun m _ => ?_) (hflip.trans ?_)
    · rw [deriv_clusterPower d hd]
      exact Finset.Nat.sum_antidiagonal_eq_sum_range_succ
        (fun i j => clusterPower T i * connectedTerm T (d T) j) m
    · refine Finset.sum_congr rfl fun i _ => ?_
      rw [← Finset.mul_sum]
      by_cases hi : p + 1 ≤ i
      · simp [clusterPower, pow_eq_zero_of_le hi hT]
      · congr 1
        symm
        refine Finset.sum_subset (Finset.range_mono (by omega)) fun k _ hk => ?_
        have hk' : K ≤ k := by simpa using hk
        rw [connectedTerm, nestedComm_deriv_eq_zero d hd hT (by omega), smul_zero]
  rw [hmain, ← mul_assoc, IsNilpotent.exp_neg_mul_exp_self ⟨p + 1, hT⟩, one_mul]

/-- For a derivation `d`, if the nilpotent `T` commutes with `d T`, then `exp(-T) d(exp T) = d T`.
-/
theorem exp_neg_mul_deriv_exp_of_commute (d : A →ₗ[ℚ] A)
    (hd : ∀ x y, d (x * y) = d x * y + x * d y) {T : A} (hT : IsNilpotent T)
    (hc : d T * T = T * d T) :
    IsNilpotent.exp (-T) * d (IsNilpotent.exp T) = d T := by
  obtain ⟨n, hn⟩ := hT
  have hz : ∀ k, nestedComm T (d T) (k + 1) = 0 := by
    intro k
    induction k with
    | zero => simp [nestedComm, hc]
    | succ k ih => rw [nestedComm, ih, zero_mul, mul_zero, sub_zero]
  rw [exp_neg_mul_deriv_exp d hd hn (K := 2 * n + 1) (by omega), Finset.sum_range_succ']
  simp only [hz, smul_zero, Finset.sum_const_zero, zero_add]
  simp [nestedComm]

/-- For a derivation `d`, if `T² = 0`, then `exp(-T) d(exp T) = d T + [d T, T] / 2`. -/
theorem exp_neg_mul_deriv_exp_of_sq_zero (d : A →ₗ[ℚ] A)
    (hd : ∀ x y, d (x * y) = d x * y + x * d y) {T : A} (hT : T ^ 2 = 0) :
    IsNilpotent.exp (-T) * d (IsNilpotent.exp T)
      = d T + (2 : ℚ)⁻¹ • (d T * T - T * d T) := by
  rw [exp_neg_mul_deriv_exp d hd hT (K := 2) (by norm_num)]
  simp [Finset.sum_range_succ, nestedComm]

/-- On 2×2 matrices, the inner derivation generated by the lowering matrix obeys the Leibniz rule,
and the raising matrix `T` has `T² = 0` and `[d T, T] ≠ 0`. -/
theorem exp_neg_mul_deriv_exp_witness :
    let d := innerDeriv (!![0, 0; 1, 0] : Matrix (Fin 2) (Fin 2) ℚ)
    let T : Matrix (Fin 2) (Fin 2) ℚ := !![0, 1; 0, 0]
    (∀ x y, d (x * y) = d x * y + x * d y) ∧ T ^ 2 = 0 ∧ nestedComm T (d T) 1 ≠ 0 := by
  intro d T
  refine ⟨fun x y => ?_, ?_, fun h => ?_⟩
  · simp only [d, innerDeriv, LinearMap.sub_apply, LinearMap.mulLeft_apply,
      LinearMap.mulRight_apply]
    noncomm_ring
  · ext i j
    fin_cases i <;> fin_cases j <;> simp [T, pow_two, Matrix.mul_apply, Fin.sum_univ_succ]
  · -- the upper right entry of the commutator is -2
    have h01 := congrFun (congrFun h 0) 1
    norm_num [d, T, nestedComm, innerDeriv, Matrix.mul_apply, Fin.sum_univ_succ] at h01

end

end ClusterDerivative
```

```lean
#print axioms ClusterDerivative.exp_neg_mul_deriv_exp_of_commute
#print axioms ClusterDerivative.exp_neg_mul_deriv_exp_of_sq_zero
```

```
'ClusterDerivative.exp_neg_mul_deriv_exp_of_commute' depends on axioms: [propext, Classical.choice, Quot.sound]
'ClusterDerivative.exp_neg_mul_deriv_exp_of_sq_zero' depends on axioms: [propext, Classical.choice, Quot.sound]
```

## What is guaranteed, and under which conditions

`exp_neg_mul_deriv_exp` is the general identity. Its objects correspond to the physics as follows.

- `A` is the operator algebra, and `T` is the cluster operator.
- `d : A →ₗ[ℚ] A` with the hypothesis `hd` is the derivative. Mathlib's `Derivation` type expects a commutative algebra, so the Leibniz rule is stated separately.
- `IsNilpotent.exp` is the terminating exponential series.
- `nestedComm T H k` is $[H,T]_k$. The letter `H` stands for any element, and the theorem inserts $dT$.
- `connectedTerm` is $C_k$. The name refers to no diagrams.
- `hK : 2 * n ≤ K + 2` is the condition $K\ge 2n-2$.

The theorem also admits $n=0$, where $1=0$ and the algebra is trivial.

The lemmas follow the derivation. `clusterPower_mul` and `connectedTerm_mul` are the two relations for multiplication by $T$, with the factorials handled by `weight_succ`. `deriv_clusterPower` is the induction on $m$: `hl` applies the Leibniz rule, `hs` moves $T$ through each product, `e1` and `e2` shift the indices, and `hr` splits the factor $m+2$. In `nestedComm_deriv_eq_zero`, `hmid` is $T^p(dT)T^p=0$ and `aux` is the induction with powers of $T$ on both sides. The main proof exchanges the sums with `Finset.sum_range_diag_flip` and removes the vanishing terms with `Finset.sum_subset`.

Two special cases follow. `exp_neg_mul_deriv_exp_of_commute` gives $dT$ alone when $dT$ commutes with $T$, because every commutator from the first on is zero. `exp_neg_mul_deriv_exp_of_sq_zero` takes $K=2$ and gives $dT+\tfrac12[dT,T]$ when $T^2=0$.

`exp_neg_mul_deriv_exp_witness` supplies a $2\times2$ example: $T$ is the raising matrix, and $d$ is the commutator with the lowering matrix. Here

$$dT=\begin{pmatrix}-1&0\\0&1\end{pmatrix},\qquad [dT,T]=-2T,\qquad e^{-T}d(e^T)=\begin{pmatrix}-1&-1\\0&1\end{pmatrix}.$$

An implementation of the series with the opposite sign for $[dT,T]$ returns $+1$ in the upper right corner. Since $[dT,T]\neq0$, the cutoff $K=1$ is too small for $n=2$; for larger $n$ the cutoff $2n-2$ cannot be lowered in general either. Take for $T$ the $n\times n$ matrix with ones just above the diagonal and zeros elsewhere, and for $d$ the commutator with the matrix whose only nonzero entry is a one in the lower left corner; then $[dT,T]_{2n-3}\neq0$. This last example is not part of the Lean source.

Linearity of $d$ alone is not enough. Take $d$ to be the identity map and $T\ne0$ with $T^2=0$. The left side is then $1$, while the series gives $T$.

To apply the theorem to an actual time or geometry derivative, one can take $A$ to be an algebra of smooth matrix-valued functions and $d$ to be differentiation of them; that identification is left to the user. The identity concerns exact algebra elements and gives no bound on rounding errors or on the error of a series cut off earlier.
